# For a stretched exponential charge density, ⟨r⁴⟩/⟨r²⟩² depends only on the exponent

A spherical charge density ρ(r) = c exp(−b r^p), with c, b and p positive, has radial moments M_k = 4π ∫ r^(k+2) ρ(r) dr, taken over r > 0. The theorem states that M₀M₄/M₂² = Γ(3/p) Γ(7/p) / Γ(5/p)². The density need not be normalised: with averages taken as ⟨r^k⟩ = M_k/M₀, the ratio is ⟨r⁴⟩/⟨r²⟩², and neither c nor b appears in the result. The attempt computes M_k for general k from Mathlib's Gamma-function integral, then puts k = 0, 2 and 4 into the ratio and cancels the powers of b.

An attempt in Lean 4 with a fault in it:

```lean
import Mathlib

open Real Set MeasureTheory Filter

namespace NuclearFieldShift

noncomputable section

/-- The `k`-th radial moment `4π ∫ r^(k+2) ρ(r) dr` of a spherical charge density. -/
def radialMoment (ρ : ℝ → ℝ) (k : ℕ) : ℝ :=
  4 * π * ∫ r in Ioi (0 : ℝ), r ^ (k + 2) * ρ r

/-- The shape ratio `M₀ M₄ / M₂²` of a charge density, for densities with `M₂ ≠ 0`. -/
def shapeRatio (ρ : ℝ → ℝ) : ℝ :=
  radialMoment ρ 0 * radialMoment ρ 4 / radialMoment ρ 2 ^ 2

/-- The stretched exponential density `c exp(-b r^p)`, for `r ≥ 0`. -/
def stretchedDensity (c b p r : ℝ) : ℝ := c * rexp (-b * r ^ p)

/-- The shape ratio of `c exp(-b r^p)` is `Γ(3/p) Γ(7/p) / Γ(5/p)²`. -/
theorem shapeRatio_stretched {c b p : ℝ} (hc : 0 < c) (hb : 0 < b) (hp : 0 < p) :
    shapeRatio (stretchedDensity c b p) =
      Real.Gamma (3 / p) * Real.Gamma (7 / p) / Real.Gamma (5 / p) ^ 2 := by
  have m (k : ℕ) : radialMoment (stretchedDensity c b p) k =
      4 * π * (c * (b ^ (-((k : ℝ) + 3) / p) * (1 / p) * Real.Gamma (((k : ℝ) + 3) / p))) := by
    have hq : (-1 : ℝ) < (k : ℝ) + 2 := by linarith [Nat.cast_nonneg (α := ℝ) k]
    have h := integral_rpow_mul_exp_neg_mul_rpow hp hq hb
    rw [show (k : ℝ) + 2 + 1 = k + 3 by ring] at h
    rw [radialMoment, ← h, ← integral_const_mul]
    congr 1
    refine setIntegral_congr_fun measurableSet_Ioi fun r _ => ?_
    have hr : r ^ ((k : ℝ) + 2) = r ^ (k + 2) := by
      rw [← Real.rpow_natCast r (k + 2), Nat.cast_add, Nat.cast_ofNat]
    show r ^ (k + 2) * (c * rexp (-b * r ^ p)) = c * (r ^ ((k : ℝ) + 2) * rexp (-b * r ^ p))
    rw [hr]
    ring
  have m0 := m 0
  have m2 := m 2
  have m4 := m 4
  rw [show ((0 : ℕ) : ℝ) + 3 = 3 by norm_num] at m0
  rw [show ((2 : ℕ) : ℝ) + 3 = 5 by norm_num] at m2
  rw [show ((4 : ℕ) : ℝ) + 3 = 7 by norm_num] at m4
  -- the length scale b cancels
  have hbp : b ^ (-(3 : ℝ) / p) * b ^ (-(7 : ℝ) / p) = (b ^ (-(5 : ℝ) / p)) ^ 2 := by
    rw [← Real.rpow_add hb, sq, ← Real.rpow_add hb]
    congr 1
    ring
  have hG : 0 < Real.Gamma (5 / p) := Real.Gamma_pos_of_pos (by positivity)
  have hB : 0 < b ^ (-(5 : ℝ) / p) := Real.rpow_pos_of_pos hb _
  rw [shapeRatio, m0, m2, m4, div_eq_div_iff (by positivity) (by positivity)]
  linear_combination ((4 * π * c / p) ^ 2 * Real.Gamma (3 / p) * Real.Gamma (7 / p) *
    Real.Gamma (5 / p) ^ 2) * hbp

end

end NuclearFieldShift
```

The error:

```
Main.lean:31:33: error: typeclass instance problem is stuck
  ClosedIicTopology ?m.190

Note: Lean will not try to resolve this typeclass instance problem because the first, second, and third type arguments to `ClosedIicTopology` contain metavariables. These arguments must be fully determined before Lean will try to resolve the typeclass.

Hint: Adding type annotations and supplying implicit arguments to functions can give Lean more information for typeclass resolution. For example, if you have a variable `x` that you intend to be a `Nat`, but Lean reports it as having an unresolved type like `?m`, replacing `x` with `(x : Nat)` can get typeclass resolution un-stuck.
```

The repair, with which the file compiles:

```diff
@@ -27,12 +27,14 @@
     have h := integral_rpow_mul_exp_neg_mul_rpow hp hq hb
     rw [show (k : ℝ) + 2 + 1 = k + 3 by ring] at h
-    rw [radialMoment, ← h, ← integral_const_mul]
-    congr 1
-    refine setIntegral_congr_fun measurableSet_Ioi fun r _ => ?_
-    have hr : r ^ ((k : ℝ) + 2) = r ^ (k + 2) := by
-      rw [← Real.rpow_natCast r (k + 2), Nat.cast_add, Nat.cast_ofNat]
-    show r ^ (k + 2) * (c * rexp (-b * r ^ p)) = c * (r ^ ((k : ℝ) + 2) * rexp (-b * r ^ p))
-    rw [hr]
-    ring
+    have e : ∫ r in Ioi (0 : ℝ), r ^ (k + 2) * stretchedDensity c b p r =
+        c * ∫ r in Ioi (0 : ℝ), r ^ ((k : ℝ) + 2) * rexp (-b * r ^ p) := by
+      rw [← integral_const_mul]
+      refine setIntegral_congr_fun measurableSet_Ioi fun r _ => ?_
+      have hr : r ^ ((k : ℝ) + 2) = r ^ (k + 2) := by
+        rw [← Real.rpow_natCast r (k + 2), Nat.cast_add, Nat.cast_ofNat]
+      show r ^ (k + 2) * (c * rexp (-b * r ^ p)) = c * (r ^ ((k : ℝ) + 2) * rexp (-b * r ^ p))
+      rw [hr]
+      ring
+    rw [radialMoment, e, h]
   have m0 := m 0
   have m2 := m 2
@@ -41,5 +43,5 @@
   rw [show ((2 : ℕ) : ℝ) + 3 = 5 by norm_num] at m2
   rw [show ((4 : ℕ) : ℝ) + 3 = 7 by norm_num] at m4
-  -- the length scale b cancels
+  -- the powers of b cancel
   have hbp : b ^ (-(3 : ℝ) / p) * b ^ (-(7 : ℝ) / p) = (b ^ (-(5 : ℝ) / p)) ^ 2 := by
     rw [← Real.rpow_add hb, sq, ← Real.rpow_add hb]
```

Diagnosis. The message says that Lean could not find the order-topology instance needed by `measurableSet_Ioi`, because the type of the interval was still unknown. That type should have come from matching the goal with `setIntegral_congr_fun`, which needs an integral on each side.

The goal did not have that form. `rw [← integral_const_mul]` moves a constant factor inside an integral, and it acts on the first product that fits. This was `4 * π * ∫ …` on the left, from the definition of `radialMoment`, and not the intended `c * ∫ …` on the right. The right side therefore remained a product, and `congr 1` could not mend the mismatch.

The repair proves the integral identity separately, as `e`, without the factor `4 * π`. There the only product that fits is `c * ∫ …`, so the rewrite leaves an integral on both sides and the old pointwise argument goes through, with no need for `congr 1`. The moment formula then follows by rewriting with `e` and `h`. The changed comment about the powers of `b` is mere tidying.
